# Friedel's law for a real density sampled at finitely many points of a one-dimensional cell

Friedel's law says that the structure factor of a real density at `-h` is the complex conjugate of its value at `h`. Here the density is any real function `r` on the integers modulo a nonzero `N`, and its structure factor is the finite sum of `r(x) exp(2πi x h / N)`, with no normalising factor; `r` need be neither positive nor symmetric. The attempt moves the conjugation inside the sum and compares the two sides term by term. For each term it needs two facts: a real number is its own conjugate, and changing the sign of the phase conjugates the exponential.

The failing Lean file:

```lean
import Mathlib

open Complex ComplexConjugate

namespace RealTripletsWithoutCentre

noncomputable section

/-- The structure factor `F(h) = ∑ r(x) exp(2πi x h / N)` of a density sampled at `N` points
of a one-dimensional cell. -/
def structureFactor {N : ℕ} [NeZero N] (r : ZMod N → ℝ) (h : ZMod N) : ℂ :=
  ∑ x, (r x : ℂ) * ZMod.stdAddChar (x * h)

/-- Friedel's law: for a real density, `F(-h)` is the complex conjugate of `F(h)`. -/
theorem friedel {N : ℕ} [NeZero N] (r : ZMod N → ℝ) (h : ZMod N) :
    structureFactor r (-h) = conj (structureFactor r h) := by
  unfold structureFactor
  rw [map_sum]
  refine Finset.sum_congr rfl fun x _ => ?_
  rw [map_mul, Complex.conj_ofReal, mul_neg, AddChar.map_neg_eq_conj]

end

end RealTripletsWithoutCentre
```

Messages:

```
Main.lean:20:6: error(lean.synthInstanceFailed): failed to synthesize instance of type class
  MulHomClass (AddChar (ZMod N) ℂ) (ZMod N) ℂ

Hint: Type class instance resolution failures can be inspected with the `set_option trace.Meta.synthInstance true` command.
Main.lean:20:15: error: Tactic `rewrite` failed: Did not find an occurrence of the pattern
  (starRingEnd ℂ) ↑?r
in the target expression
  ↑(r x) * (ZMod.stdAddChar x * ZMod.stdAddChar (-h)) = (starRingEnd ℂ) (↑(r x) * ZMod.stdAddChar (x * h))

N : ℕ
inst✝ : NeZero N
r : ZMod N → ℝ
h x : ZMod N
x✝ : x ∈ Finset.univ
⊢ ↑(r x) * (ZMod.stdAddChar x * ZMod.stdAddChar (-h)) = (starRingEnd ℂ) (↑(r x) * ZMod.stdAddChar (x * h))
```

What went wrong. The bare `map_mul` does not say which map is to be split over a product. It was meant for the conjugation on the right, but `rw` matched it with `ZMod.stdAddChar (x * -h)` on the left. That step needs the character to preserve products, whereas an additive character turns sums into products; hence the first message, that no `MulHomClass` instance was found.

Lean nevertheless went on with the rewritten goal, which the second message shows. The character on the left has been split, while the conjugation on the right still stands over the whole product. `Complex.conj_ofReal` looks for the conjugate of a real number alone, and finds none.

The cure is to write `map_mul (starRingEnd ℂ)`, which names conjugation as the map. The right-hand product is then split and `Complex.conj_ofReal` applies. Moving `mul_neg` and `AddChar.map_neg_eq_conj` to the front is mere tidying, since with the map named the old order would serve as well.

This version goes through:

```diff
@@ -18,5 +18,5 @@
   rw [map_sum]
   refine Finset.sum_congr rfl fun x _ => ?_
-  rw [map_mul, Complex.conj_ofReal, mul_neg, AddChar.map_neg_eq_conj]
+  rw [mul_neg, AddChar.map_neg_eq_conj, map_mul (starRingEnd ℂ), Complex.conj_ofReal]
 
 end
```
